# Averaging row and column corrections of force constants: each pass after the first halves the remaining error

If my force constants violate the acoustic sum rule, shifting all atoms together produces forces, and the uniform translation is no longer a zero-frequency mode. I repair this by subtracting from every entry the mean of its row, doing the same separately with the columns, and averaging the two results so that the matrix stays symmetric. But one pass doesn't finish the job, and I don't know when to stop. For the matrix

$$\begin{pmatrix}2&-1\\-1&1\end{pmatrix}$$

the row sums are $1$ and $0$. After one pass they are $\tfrac14$ and $-\tfrac14$, after two $\tfrac18$ and $-\tfrac18$. Does this always converge, to what, and why does the first pass behave differently from the second?

## The error left after the first pass couples a uniform shift to internal motion

It always converges. The first pass is different because it removes one part of the error completely; what is left is halved by every later pass.

Take $N\ge1$ atoms and one Cartesian component, so that the force constants form a real $N\times N$ matrix $\Phi_0$. Let $Q=J/N$, where $J$ has all entries $1$, and let $P=I-Q$. Here $Q$ is neither a wavevector nor a normal coordinate: it replaces the displacements by their average, and $P$ removes that average. Subtracting row means from $\Phi$ gives $\Phi P$, and subtracting column means gives $P\Phi$, so your pass is

$$\Phi_{k+1}=\tfrac12(\Phi_kP+P\Phi_k).$$

**Projectors.** Each entry of $Q^2$ is a sum of $N$ terms $1/N^2$, which is $1/N$, so $Q^2=Q$. Hence $PQ=Q-Q^2=0$, likewise $QP=0$, and $P^2=P-QP=P$.

**First pass.** Inserting $I=P+Q$ on the free side of each product gives

$$\Phi_0P=P\Phi_0P+Q\Phi_0P,\qquad P\Phi_0=P\Phi_0P+P\Phi_0Q.$$

Their average is

$$\Phi_1=P\Phi_0P+\tfrac12(P\Phi_0Q+Q\Phi_0P).$$

The block $Q\Phi_0Q$, which carries the average row sum, has gone.

**Later passes.** Suppose that for some $k\ge1$

$$\Phi_k=P\Phi_0P+2^{-k}(P\Phi_0Q+Q\Phi_0P).$$

Multiplying by $P$ on either side removes one of the mixed blocks:

$$\Phi_kP=P\Phi_0P+2^{-k}Q\Phi_0P,\qquad P\Phi_k=P\Phi_0P+2^{-k}P\Phi_0Q.$$

The average has the same form with $2^{-(k+1)}$, so the formula holds for all $k\ge1$. The error $\Phi_k-P\Phi_0P$ is therefore halved by each further pass, and the limit is $P\Phi_0P$. You can also compute that limit directly, without iterating: subtract the row means first, and then subtract the column means of the result.

**Row sums.** Let $u=(1,\dots,1)$, so that $Qu=u$ and $Pu=0$. Then $\Phi_ku=2^{-k}P\Phi_0u$. With the original row sums $r_i=\sum_j(\Phi_0)_{ij}$ and their average $\bar r$, this reads

$$\sum_j(\Phi_k)_{ij}=2^{-k}(r_i-\bar r),\qquad k\ge1.$$

In your example $\bar r=\tfrac12$ and the deviations are $\pm\tfrac12$, which gives $\pm\tfrac14$ and then $\pm\tfrac18$. Since $2^{-k}\neq0$, a finite number of passes restores the sum rule exactly if and only if all $r_i$ are equal, that is, if a uniform shift originally put the same force on every atom.

**Symmetry and fixed points.** As $P$ is symmetric, transposing a pass on a symmetric matrix only exchanges its two terms, so symmetry is preserved. If a pass leaves $\Phi_0$ unchanged, the row-sum formula at $k=1$ gives $r_i=\tfrac12(r_i-\bar r)$, so $r_i=-\bar r$. Averaging over $i$ gives $\bar r=-\bar r$, so $\bar r=0$ and every $r_i=0$. Conversely, if $\Phi_0$ is symmetric and its row sums vanish, its column sums vanish too. Then $\Phi_0Q=Q\Phi_0=0$, hence $\Phi_0P=P\Phi_0=\Phi_0$, and the pass changes nothing.

Here is the same argument in Lean 4 with Mathlib.

```lean
import Mathlib

open Matrix Filter Topology

namespace AcousticSumRuleCleanup

noncomputable section

/-- The matrix `Q = J / N`, with `J` all ones, which replaces the displacements of `N ≥ 1` atoms
by their average. -/
def meanProj (n : Type*) [Fintype n] : Matrix n n ℝ :=
  Matrix.of fun _ _ => 1 / (Fintype.card n : ℝ)

/-- The matrix `P = 1 - Q`, which removes the average displacement of `N ≥ 1` atoms. -/
def internalProj (n : Type*) [Fintype n] [DecidableEq n] : Matrix n n ℝ :=
  1 - meanProj n

variable {n : Type*} [Fintype n]

/-- Averaging the displacements twice is the same as averaging them once: `Q Q = Q`. -/
theorem meanProj_mul_self : meanProj n * meanProj n = meanProj n := by
  ext i j
  have hN : (Fintype.card n : ℝ) ≠ 0 :=
    Nat.cast_ne_zero.mpr (Fintype.card_pos_iff.mpr ⟨i⟩).ne'
  simp only [Matrix.mul_apply, meanProj, Matrix.of_apply, Finset.sum_const, Finset.card_univ,
    nsmul_eq_mul]
  field_simp

variable [DecidableEq n]

/-- One clean-up pass on a force-constant matrix: `Φ ↦ (Φ P + P Φ) / 2`. -/
def cleanPass (Φ : Matrix n n ℝ) : Matrix n n ℝ :=
  (1 / 2 : ℝ) • (Φ * internalProj n + internalProj n * Φ)

/-- The force-constant matrix after `k` clean-up passes. -/
def cleaned (Φ : Matrix n n ℝ) : ℕ → Matrix n n ℝ
  | 0 => Φ
  | k + 1 => cleanPass (cleaned Φ k)

/-- If the original force constants are symmetric, they are symmetric after any number of
passes. -/
theorem cleaned_isSymm {Φ : Matrix n n ℝ} (hΦ : Φ.IsSymm) (k : ℕ) : (cleaned Φ k).IsSymm := by
  have hQ : (meanProj n)ᵀ = meanProj n := rfl
  have hP : (internalProj n)ᵀ = internalProj n := by
    rw [internalProj, transpose_sub, transpose_one, hQ]
  induction k with
  | zero => exact hΦ
  | succ k ih =>
    change (cleanPass (cleaned Φ k))ᵀ = cleanPass (cleaned Φ k)
    rw [cleanPass, transpose_smul, transpose_add, transpose_mul, transpose_mul, hP, ih.eq,
      add_comm]

/-- After `k ≥ 1` passes the force constants are
`P Φ P + 2^(-k) (P Φ Q + Q Φ P)`, where `Φ` is the original matrix. -/
theorem cleaned_eq (Φ : Matrix n n ℝ) {k : ℕ} (hk : 1 ≤ k) :
    cleaned Φ k = internalProj n * Φ * internalProj n + (1 / 2 : ℝ) ^ k •
      (internalProj n * Φ * meanProj n + meanProj n * Φ * internalProj n) := by
  have hQQ := meanProj_mul_self (n := n)
  have hPQ : internalProj n * meanProj n = 0 := by
    rw [internalProj, sub_mul, one_mul, hQQ, sub_self]
  have hQP : meanProj n * internalProj n = 0 := by
    rw [internalProj, mul_sub, mul_one, hQQ, sub_self]
  have hPP : internalProj n * internalProj n = internalProj n := by
    conv_lhs => rw [internalProj, sub_mul, one_mul]
    change internalProj n - meanProj n * internalProj n = internalProj n
    rw [hQP, sub_zero]
  have hPP' : ∀ M : Matrix n n ℝ, internalProj n * (internalProj n * M) = internalProj n * M :=
    fun M => by rw [← mul_assoc, hPP]
  have hPQ' : ∀ M : Matrix n n ℝ, internalProj n * (meanProj n * M) = 0 :=
    fun M => by rw [← mul_assoc, hPQ, zero_mul]
  induction k, hk using Nat.le_induction with
  | base =>
    -- the first pass removes the block `Q Φ Q`
    have h1 : Φ * internalProj n =
        internalProj n * Φ * internalProj n + meanProj n * Φ * internalProj n := by
      unfold internalProj
      noncomm_ring
    have h2 : internalProj n * Φ =
        internalProj n * Φ * internalProj n + internalProj n * Φ * meanProj n := by
      unfold internalProj
      noncomm_ring
    change (1 / 2 : ℝ) • (Φ * internalProj n + internalProj n * Φ) = _
    linear_combination (norm := module) (1 / 2 : ℝ) • h1 + (1 / 2 : ℝ) • h2
  | succ k hk ih =>
    -- each one-sided projection keeps `P Φ P` and one of the two mixed blocks
    have h1 : cleaned Φ k * internalProj n = internalProj n * Φ * internalProj n +
        (1 / 2 : ℝ) ^ k • (meanProj n * Φ * internalProj n) := by
      rw [ih]
      simp only [add_mul, Matrix.smul_mul, mul_assoc, hPP, hQP, mul_zero, zero_add]
    have h2 : internalProj n * cleaned Φ k = internalProj n * Φ * internalProj n +
        (1 / 2 : ℝ) ^ k • (internalProj n * Φ * meanProj n) := by
      rw [ih]
      simp only [mul_add, Matrix.mul_smul, mul_assoc, hPP', hPQ', add_zero]
    change (1 / 2 : ℝ) • (cleaned Φ k * internalProj n + internalProj n * cleaned Φ k) = _
    rw [h1, h2, pow_succ]
    module

/-- Every pass after the first exactly halves the difference from `P Φ P`. -/
theorem error_halves (Φ : Matrix n n ℝ) {k : ℕ} (hk : 1 ≤ k) :
    cleaned Φ (k + 1) - internalProj n * Φ * internalProj n =
      (1 / 2 : ℝ) • (cleaned Φ k - internalProj n * Φ * internalProj n) := by
  rw [cleaned_eq Φ hk, cleaned_eq Φ (Nat.le_succ_of_le hk), pow_succ]
  module

/-- Under repeated passes the force constants converge to `P Φ P`. -/
theorem cleaned_tendsto (Φ : Matrix n n ℝ) :
    Tendsto (cleaned Φ) atTop (𝓝 (internalProj n * Φ * internalProj n)) := by
  have hp : Tendsto (fun k : ℕ => (1 / 2 : ℝ) ^ k) atTop (𝓝 0) :=
    tendsto_pow_atTop_nhds_zero_of_lt_one (by norm_num) (by norm_num)
  have h := (tendsto_const_nhds (x := internalProj n * Φ * internalProj n)).add
    (hp.smul_const (internalProj n * Φ * meanProj n + meanProj n * Φ * internalProj n))
  rw [zero_smul, add_zero] at h
  refine h.congr' ?_
  filter_upwards [eventually_ge_atTop 1] with k hk
  exact (cleaned_eq Φ hk).symm

/-- After `k ≥ 1` passes each row sum equals `2^(-k)` times the deviation of the original row sum
from the average over all rows. -/
theorem row_sum_cleaned (Φ : Matrix n n ℝ) {k : ℕ} (hk : 1 ≤ k) (i : n) :
    ∑ j, cleaned Φ k i j =
      (1 / 2 : ℝ) ^ k * (∑ j, Φ i j - (∑ a, ∑ j, Φ a j) / (Fintype.card n : ℝ)) := by
  have hN : (Fintype.card n : ℝ) ≠ 0 :=
    Nat.cast_ne_zero.mpr (Fintype.card_pos_iff.mpr ⟨i⟩).ne'
  have e : ∀ (M : Matrix n n ℝ) (a : n), (M *ᵥ 1) a = ∑ j, M a j := by
    intro M a
    simp [Matrix.mulVec, dotProduct]
  -- a uniform displacement is kept by `Q` and removed by `P`
  have hQ1 : meanProj n *ᵥ (1 : n → ℝ) = 1 := by
    ext a
    simp [e, meanProj, hN]
  have hP1 : internalProj n *ᵥ (1 : n → ℝ) = 0 := by
    rw [internalProj, Matrix.sub_mulVec, Matrix.one_mulVec, hQ1, sub_self]
  have key : cleaned Φ k *ᵥ 1 = (1 / 2 : ℝ) ^ k • (internalProj n *ᵥ (Φ *ᵥ 1)) := by
    rw [cleaned_eq Φ hk]
    simp only [Matrix.add_mulVec, Matrix.smul_mulVec, ← Matrix.mulVec_mulVec, hP1, hQ1,
      Matrix.mulVec_zero, zero_add, add_zero]
  have q : (meanProj n *ᵥ (Φ *ᵥ 1)) i = (∑ a, ∑ j, Φ a j) / (Fintype.card n : ℝ) := by
    change ∑ a, 1 / (Fintype.card n : ℝ) * (Φ *ᵥ 1) a = _
    rw [← Finset.mul_sum]
    simp only [e]
    ring
  rw [← e (cleaned Φ k) i, key, internalProj, Matrix.sub_mulVec, Matrix.one_mulVec,
    Pi.smul_apply, Pi.sub_apply, q, e, smul_eq_mul]

/-- After a finite number `k ≥ 1` of passes the acoustic sum rule holds exactly if and only if
all row sums of the original matrix are equal. -/
theorem sum_rule_after_passes_iff (Φ : Matrix n n ℝ) {k : ℕ} (hk : 1 ≤ k) :
    (∀ i, ∑ j, cleaned Φ k i j = 0) ↔ ∀ a b, ∑ j, Φ a j = ∑ j, Φ b j := by
  have hk' : (1 / 2 : ℝ) ^ k ≠ 0 := by positivity
  constructor
  · intro h a b
    have h1 := fun i =>
      (mul_eq_zero.mp ((row_sum_cleaned Φ hk i).symm.trans (h i))).resolve_left hk'
    linarith [h1 a, h1 b]
  · intro h i
    have hN : (Fintype.card n : ℝ) ≠ 0 :=
      Nat.cast_ne_zero.mpr (Fintype.card_pos_iff.mpr ⟨i⟩).ne'
    have hS : ∑ a, ∑ j, Φ a j = (Fintype.card n : ℝ) * ∑ j, Φ i j := by
      rw [Finset.sum_congr rfl (fun a _ => h a i), Finset.sum_const, Finset.card_univ,
        nsmul_eq_mul]
    rw [row_sum_cleaned Φ hk, hS, mul_div_cancel_left₀ _ hN, sub_self, mul_zero]

/-- A symmetric force-constant matrix is left unchanged by a pass if and only if it obeys the
acoustic sum rule. -/
theorem cleanPass_eq_self_iff {Φ : Matrix n n ℝ} (hΦ : Φ.IsSymm) :
    cleanPass Φ = Φ ↔ ∀ i, ∑ j, Φ i j = 0 := by
  constructor
  · intro h i
    have hN : (Fintype.card n : ℝ) ≠ 0 :=
      Nat.cast_ne_zero.mpr (Fintype.card_pos_iff.mpr ⟨i⟩).ne'
    have hr : ∀ a, ∑ j, Φ a j = -((∑ b, ∑ j, Φ b j) / (Fintype.card n : ℝ)) := by
      intro a
      have h1 := row_sum_cleaned Φ (le_refl 1) a
      rw [show cleaned Φ 1 = Φ from h, pow_one] at h1
      linarith
    -- summing over all rows shows that the total vanishes
    have hS : ∑ b, ∑ j, Φ b j = -(∑ b, ∑ j, Φ b j) := by
      calc ∑ b, ∑ j, Φ b j
          = ∑ _b : n, -((∑ b, ∑ j, Φ b j) / (Fintype.card n : ℝ)) :=
            Finset.sum_congr rfl (fun a _ => hr a)
        _ = -(∑ b, ∑ j, Φ b j) := by
            rw [Finset.sum_const, Finset.card_univ, nsmul_eq_mul]
            field_simp
    have hS0 : ∑ b, ∑ j, Φ b j = 0 := by linarith
    rw [hr i, hS0, zero_div, neg_zero]
  · intro h
    have hcol : ∀ j, ∑ a, Φ a j = 0 := fun j =>
      (Finset.sum_congr rfl (fun a _ => hΦ.apply j a)).trans (h j)
    have h1 : Φ * meanProj n = 0 := by
      ext i j
      simp only [Matrix.mul_apply, meanProj, Matrix.of_apply, ← Finset.sum_mul, h i, zero_mul,
        Matrix.zero_apply]
    have h2 : meanProj n * Φ = 0 := by
      ext i j
      simp only [Matrix.mul_apply, meanProj, Matrix.of_apply, ← Finset.mul_sum, hcol j, mul_zero,
        Matrix.zero_apply]
    rw [cleanPass, internalProj, mul_sub, sub_mul, mul_one, one_mul, h1, h2]
    module

end

end AcousticSumRuleCleanup
```

```lean
#print axioms AcousticSumRuleCleanup.error_halves
-- 'AcousticSumRuleCleanup.error_halves' depends on axioms: [propext, Classical.choice, Quot.sound]
#print axioms AcousticSumRuleCleanup.cleaned_tendsto
-- 'AcousticSumRuleCleanup.cleaned_tendsto' depends on axioms: [propext, Classical.choice, Quot.sound]
#print axioms AcousticSumRuleCleanup.sum_rule_after_passes_iff
-- 'AcousticSumRuleCleanup.sum_rule_after_passes_iff' depends on axioms: [propext, Classical.choice, Quot.sound]
#print axioms AcousticSumRuleCleanup.cleanPass_eq_self_iff
-- 'AcousticSumRuleCleanup.cleanPass_eq_self_iff' depends on axioms: [propext, Classical.choice, Quot.sound]
```

## The theorems read as physics

The finite type `n` labels the atoms, and `Fintype.card n` is $N$. An empty `n` is allowed, and the statements are then trivial. A term of `Matrix n n ℝ` holds the force constants for one Cartesian component, without mass weighting. `meanProj n` is $Q$, `internalProj n` is $P$, and `cleanPass` is one pass. In `cleaned Φ k` the argument `Φ` is the original matrix $\Phi_0$, and the value is $\Phi_k$.

- `cleaned_eq` is the closed formula, with $2^{-k}$ written as `(1 / 2 : ℝ) ^ k`. Its hypothesis `hk : 1 ≤ k` excludes the untouched matrix, for which the formula fails whenever $Q\Phi_0Q\neq0$.
- `error_halves` is an identity between matrices, so the error is halved entry by entry and in any norm.
- `cleaned_tendsto` states convergence to $P\Phi_0P$, entry by entry.
- `row_sum_cleaned` gives the sum-rule violation left in each row, and `sum_rule_after_passes_iff` says when it is exactly zero after a given number $k\ge1$ of passes.
- `cleaned_isSymm` says that symmetry survives any number of passes.
- `cleanPass_eq_self_iff` says that a symmetric matrix is unchanged by a pass if and only if it obeys the sum rule.

Only the last two assume `Φ.IsSymm`; the others hold for any real square matrix.

For phonon calculations, this tells you how many passes a given tolerance on the row sums requires, within a harmonic model with finitely many atoms and one Cartesian component. For a crystal described by a finite periodic supercell, let $i$ and $j$ run over the atoms of the supercell. The full matrix $\Phi_{i\alpha,j\beta}$, with Cartesian directions $\alpha$ and $\beta$, can then be treated by applying the pass to each pair $(\alpha,\beta)$ separately. A block with $\alpha\neq\beta$ need not be symmetric by itself, so the two symmetry results do not automatically apply to it. Rotational sum rules and rounding errors play no part in the model.

## From the projector algebra to the Lean proofs

`meanProj_mul_self` proves $Q^2=Q$ by comparing entries. Having an index `i` at hand shows that $N\neq0$, and `field_simp` finishes the arithmetic.

`cleaned_eq` first derives $PQ=0$, $QP=0$ and $P^2=P$, then uses `Nat.le_induction`, which starts the induction at $k=1$. In the base case, `h1` and `h2` are the two decompositions of $\Phi_0P$ and $P\Phi_0$. There `noncomm_ring` expands $P=I-Q$ while respecting the order of the factors, and `linear_combination` takes half of each equation. In the induction step, `h1` and `h2` are the one-sided products $\Phi_kP$ and $P\Phi_k$. The projector identities remove one mixed block from each, and `module` collects the coefficients.

`error_halves` uses the formula at `k` and `k + 1`. `cleaned_tendsto` combines it with $2^{-k}\to0$; since the formula starts at $k=1$, `congr'` asks for agreement only from some point on.

For `row_sum_cleaned`, row sums are written as the matrix acting on the constant vector `1`, which is $u$. The statements `hQ1` and `hP1` are $Qu=u$ and $Pu=0$, `key` is $\Phi_ku=2^{-k}P\Phi_0u$, and `q` identifies the average row sum. `sum_rule_after_passes_iff` then cancels the nonzero factor $2^{-k}$ in one direction and, in the other, evaluates the average of equal row sums.

The forward half of `cleanPass_eq_self_iff` applies the row-sum formula at $k=1$: `hr` is $r_i=-\bar r$, and summing over the rows gives a total equal to its own negative. In the reverse half, `hcol` obtains the vanishing column sums from symmetry, and `h1` and `h2` are $\Phi_0Q=0$ and $Q\Phi_0=0$. `cleaned_isSymm` is an induction on `k` that transposes one pass at a time.
